# Under a pure Zeeman Hamiltonian, the mean vector of any spin precesses classically

To follow the mean spin through a magnetic pulse, one can integrate three real equations instead of the Schrödinger equation for all amplitudes of the state, provided that the Hamiltonian contains only the linear coupling of the spin to the field. The Lean code below proves the equation of motion behind this step for spin matrices of every finite size.

```lean
import Mathlib

open Matrix

namespace SpinPrecession

noncomputable section

variable {n m : Type*} [Fintype n] [Fintype m]

/-- Three Hermitian matrices with the angular momentum commutators
`[S_i, S_j] = i hbar ε_ijk S_k`; the indices 0, 1, 2 stand for x, y, z. -/
structure IsSpin (hbar : ℝ) (S : Fin 3 → Matrix n n ℂ) : Prop where
  herm : ∀ i, (S i).IsHermitian
  xy : S 0 * S 1 - S 1 * S 0 = (Complex.I * hbar) • S 2
  yz : S 1 * S 2 - S 2 * S 1 = (Complex.I * hbar) • S 0
  zx : S 2 * S 0 - S 0 * S 2 = (Complex.I * hbar) • S 1

/-- The Zeeman Hamiltonian `-γ b · S` of a spin in the magnetic field `b`. -/
def zeeman (γ : ℝ) (b : Fin 3 → ℝ) (S : Fin 3 → Matrix n n ℂ) : Matrix n n ℂ :=
  (-γ : ℂ) • ∑ j, (b j : ℂ) • S j

/-- The Schrödinger equation `i hbar ψ' = -γ B(t) · S ψ` at all times. -/
def SolvesSchrodinger (hbar γ : ℝ) (B : ℝ → Fin 3 → ℝ) (S : Fin 3 → Matrix n n ℂ)
    (ψ : ℝ → n → ℂ) : Prop :=
  ∀ t, ∃ v, HasDerivAt ψ v t ∧ (Complex.I * hbar) • v = zeeman γ (B t) S *ᵥ ψ t

/-- The spin vector, with components the real parts of `⟨φ, S_i φ⟩`. -/
def spinVector (S : Fin 3 → Matrix n n ℂ) (φ : n → ℂ) : Fin 3 → ℝ :=
  fun i => (star φ ⬝ᵥ S i *ᵥ φ).re

/-- The classical equation of motion `s' = γ s × B` of a magnetic moment. -/
def Precesses (γ : ℝ) (B s : ℝ → Fin 3 → ℝ) : Prop :=
  ∀ t, HasDerivAt s (γ • (s t ⨯₃ B t)) t

/-- The spin-1/2 matrices, `hbar / 2` times the Pauli matrices. -/
def spinHalf (hbar : ℝ) : Fin 3 → Matrix (Fin 2) (Fin 2) ℂ :=
  ![!![0, hbar / 2; hbar / 2, 0],
    !![0, -(Complex.I * hbar / 2); Complex.I * hbar / 2, 0],
    !![hbar / 2, 0; 0, -(hbar / 2)]]

/-- The spin-1/2 matrices are Hermitian and obey the angular momentum commutators. -/
theorem isSpin_witness (hbar : ℝ) : IsSpin hbar (spinHalf hbar) where
  herm k := by
    apply Matrix.IsHermitian.ext
    intro i j
    fin_cases k <;> fin_cases i <;> fin_cases j <;> simp [spinHalf] <;> ring
  xy := by
    ext i j
    fin_cases i <;> fin_cases j <;> simp [spinHalf] <;> ring
  yz := by
    ext i j
    fin_cases i <;> fin_cases j <;> simp [spinHalf] <;> ring
  zx := by
    ext i j
    fin_cases i <;> fin_cases j <;> simp [spinHalf] <;> ring_nf <;>
      simp only [Complex.I_sq] <;> ring

/-- For Hermitian spin matrices the expectation values `⟨φ, S_i φ⟩` are real, and they are
the components of the spin vector. -/
theorem spinVector_eq_expectation {S : Fin 3 → Matrix n n ℂ} (hS : ∀ i, (S i).IsHermitian)
    (φ : n → ℂ) (i : Fin 3) : (spinVector S φ i : ℂ) = star φ ⬝ᵥ S i *ᵥ φ := by
  have h : star (star φ ⬝ᵥ S i *ᵥ φ) = star φ ⬝ᵥ S i *ᵥ φ := by
    rw [← Matrix.star_dotProduct, Matrix.star_mulVec, (hS i).eq, ← Matrix.dotProduct_mulVec]
  exact Complex.conj_eq_iff_re.1 h

/-- The commutator of the Zeeman Hamiltonian with the spin is `-i hbar` times the torque operator
`γ S × b`: `[-γ b · S, S_i] = -i hbar γ (S × b)_i`. -/
theorem zeeman_commutator {hbar : ℝ} {S : Fin 3 → Matrix n n ℂ} (hS : IsSpin hbar S)
    (γ : ℝ) (b : Fin 3 → ℝ) (i : Fin 3) :
    zeeman γ b S * S i - S i * zeeman γ b S = (-(Complex.I * hbar * γ)) •
      (![(b 2 : ℂ) • S 1 - (b 1 : ℂ) • S 2, (b 0 : ℂ) • S 2 - (b 2 : ℂ) • S 0,
        (b 1 : ℂ) • S 0 - (b 0 : ℂ) • S 1] i) := by
  have h0 : zeeman γ b S * S 0 - S 0 * zeeman γ b S =
      (-(Complex.I * hbar * γ)) • ((b 2 : ℂ) • S 1 - (b 1 : ℂ) • S 2) := by
    simp only [zeeman, Fin.sum_univ_three, Matrix.smul_mul, Matrix.mul_smul, Matrix.add_mul,
      Matrix.mul_add]
    linear_combination (norm := module) (γ * b 1 : ℂ) • hS.xy - (γ * b 2 : ℂ) • hS.zx
  have h1 : zeeman γ b S * S 1 - S 1 * zeeman γ b S =
      (-(Complex.I * hbar * γ)) • ((b 0 : ℂ) • S 2 - (b 2 : ℂ) • S 0) := by
    simp only [zeeman, Fin.sum_univ_three, Matrix.smul_mul, Matrix.mul_smul, Matrix.add_mul,
      Matrix.mul_add]
    linear_combination (norm := module) (γ * b 2 : ℂ) • hS.yz - (γ * b 0 : ℂ) • hS.xy
  have h2 : zeeman γ b S * S 2 - S 2 * zeeman γ b S =
      (-(Complex.I * hbar * γ)) • ((b 1 : ℂ) • S 0 - (b 0 : ℂ) • S 1) := by
    simp only [zeeman, Fin.sum_univ_three, Matrix.smul_mul, Matrix.mul_smul, Matrix.add_mul,
      Matrix.mul_add]
    linear_combination (norm := module) (γ * b 0 : ℂ) • hS.zx - (γ * b 1 : ℂ) • hS.yz
  fin_cases i
  exacts [h0, h1, h2]

/-- Ehrenfest theorem for a spin: for `hbar ≠ 0` and in every spin representation, the spin
vector of a solution of the Schrödinger equation obeys `s' = γ s × B`. -/
theorem spin_precesses {hbar γ : ℝ} (hb : hbar ≠ 0) {B : ℝ → Fin 3 → ℝ}
    {S : Fin 3 → Matrix n n ℂ} (hS : IsSpin hbar S) {ψ : ℝ → n → ℂ}
    (hψ : SolvesSchrodinger hbar γ B S ψ) :
    Precesses γ B (fun t => spinVector S (ψ t)) := by
  intro t
  obtain ⟨v, hd, hv⟩ := hψ t
  have hc : (hbar : ℂ) ≠ 0 := Complex.ofReal_ne_zero.2 hb
  have hH : (zeeman γ (B t) S).IsHermitian := by
    simp [Matrix.IsHermitian, zeeman, Fin.sum_univ_three, (hS.herm 0).eq, (hS.herm 1).eq,
      (hS.herm 2).eq]
  -- solve the Schrödinger equation for the velocity of the state
  have hk : -(Complex.I / hbar) * (Complex.I * hbar) = 1 := by
    calc -(Complex.I / hbar) * (Complex.I * hbar)
        = -(Complex.I * Complex.I) * ((hbar : ℂ) / hbar) := by ring
      _ = 1 := by rw [Complex.I_mul_I, div_self hc]; norm_num
  have hv' : v = (-(Complex.I / hbar)) • (zeeman γ (B t) S *ᵥ ψ t) := by
    rw [← hv, smul_smul, hk, one_smul]
  have hstar : star v = (Complex.I / hbar) • (star (ψ t) ᵥ* zeeman γ (B t) S) := by
    have hs : star (-(Complex.I / (hbar : ℂ))) = Complex.I / hbar := by simp [neg_div]
    rw [hv', star_smul, Matrix.star_mulVec, hH.eq, hs]
  have hcomp := hasDerivAt_pi.1 hd
  refine hasDerivAt_pi.2 fun i => ?_
  -- product rule for the expectation value
  have hA : ∀ k, HasDerivAt (fun t => (S i *ᵥ ψ t) k) ((S i *ᵥ v) k) t := by
    intro k
    simp only [Matrix.mulVec, dotProduct]
    exact HasDerivAt.fun_sum fun j _ => (hcomp j).const_mul (S i k j)
  have hE : HasDerivAt (fun t => star (ψ t) ⬝ᵥ S i *ᵥ ψ t)
      (star v ⬝ᵥ S i *ᵥ ψ t + star (ψ t) ⬝ᵥ S i *ᵥ v) t := by
    have h := HasDerivAt.fun_sum (u := Finset.univ)
      (fun (k : n) (_ : k ∈ Finset.univ) => ((hcomp k).star).fun_mul (hA k))
    refine h.congr_deriv ?_
    simp only [dotProduct, Finset.sum_add_distrib, Pi.star_apply]
  -- the two terms combine into the commutator with the Hamiltonian
  have hcomm : star v ⬝ᵥ S i *ᵥ ψ t + star (ψ t) ⬝ᵥ S i *ᵥ v = (Complex.I / hbar) *
      (star (ψ t) ⬝ᵥ (zeeman γ (B t) S * S i - S i * zeeman γ (B t) S) *ᵥ ψ t) := by
    rw [hstar, hv', smul_dotProduct, Matrix.mulVec_smul, dotProduct_smul,
      ← Matrix.dotProduct_mulVec, Matrix.mulVec_mulVec, Matrix.mulVec_mulVec,
      Matrix.sub_mulVec, dotProduct_sub]
    simp only [smul_eq_mul]
    ring
  have hscal : ∀ x : ℂ, Complex.I / hbar * (-(Complex.I * hbar * γ) * x) = γ * x := by
    intro x
    linear_combination (γ * x) * hk
  rw [hcomm, zeeman_commutator hS, Matrix.smul_mulVec, dotProduct_smul, smul_eq_mul,
    hscal] at hE
  refine (Complex.reCLM.hasFDerivAt.comp_hasDerivAt t hE).congr_deriv ?_
  fin_cases i <;>
    simp [spinVector, cross_apply, Matrix.sub_mulVec, Matrix.smul_mulVec, dotProduct_sub,
      dotProduct_smul, -mul_eq_mul_left_iff] <;> ring

/-- The scalar product of two moments precessing in the same field with the same `γ` is
constant in time. -/
theorem dot_const {γ : ℝ} {B s u : ℝ → Fin 3 → ℝ} (hs : Precesses γ B s)
    (hu : Precesses γ B u) (t t' : ℝ) : s t ⬝ᵥ u t = s t' ⬝ᵥ u t' := by
  have h : ∀ t, HasDerivAt (fun t => s t ⬝ᵥ u t) 0 t := by
    intro t
    have h1 := hasDerivAt_pi.1 (hs t)
    have h2 := hasDerivAt_pi.1 (hu t)
    have e : (fun t => s t ⬝ᵥ u t) =
        fun t => s t 0 * u t 0 + s t 1 * u t 1 + s t 2 * u t 2 := by
      funext t
      simp [dotProduct, Fin.sum_univ_three]
    rw [e]
    refine ((((h1 0).fun_mul (h2 0)).fun_add ((h1 1).fun_mul (h2 1))).fun_add
      ((h1 2).fun_mul (h2 2))).congr_deriv ?_
    simp only [Pi.smul_apply, smul_eq_mul, cross_apply, Matrix.cons_val]
    ring
  exact is_const_of_deriv_eq_zero (fun t => (h t).differentiableAt) (fun t => (h t).deriv) t t'

/-- For `hbar ≠ 0` the Euclidean length of the spin vector of a solution of the Schrödinger equation
with the Zeeman Hamiltonian is constant in time, in every spin representation and for every
time-dependent field. -/
theorem spin_length_const {hbar γ : ℝ} (hb : hbar ≠ 0) {B : ℝ → Fin 3 → ℝ}
    {S : Fin 3 → Matrix n n ℂ} (hS : IsSpin hbar S) {ψ : ℝ → n → ℂ}
    (hψ : SolvesSchrodinger hbar γ B S ψ) (t t' : ℝ) :
    ‖WithLp.toLp 2 (spinVector S (ψ t))‖ = ‖WithLp.toLp 2 (spinVector S (ψ t'))‖ := by
  have h := dot_const (spin_precesses hb hS hψ) (spin_precesses hb hS hψ) t t'
  rw [EuclideanSpace.norm_eq, EuclideanSpace.norm_eq]
  congr 1
  simpa [dotProduct, ← pow_two] using h

/-- Two moments that precess in the same field with the same `γ` and agree at one time
agree at all times. -/
theorem precession_unique {γ : ℝ} {B s u : ℝ → Fin 3 → ℝ} (hs : Precesses γ B s)
    (hu : Precesses γ B u) {t₀ : ℝ} (h : s t₀ = u t₀) (t : ℝ) : s t = u t := by
  -- the squared distance is built from conserved scalar products
  have h0 : (s t - u t) ⬝ᵥ (s t - u t) = 0 := by
    rw [sub_dotProduct, dotProduct_sub, dotProduct_sub, dot_const hs hs t t₀,
      dot_const hs hu t t₀, dot_const hu hs t t₀, dot_const hu hu t t₀, h]
    ring
  exact sub_eq_zero.1 (dotProduct_self_eq_zero.1 h0)

/-- Two spins in possibly different representations, whose states solve the Schrödinger equation
with the Zeeman Hamiltonian for the same `γ`, field and `hbar ≠ 0`, have equal spin vectors at all
times if these are equal at one time. -/
theorem representation_independent {hbar γ : ℝ} (hb : hbar ≠ 0) {B : ℝ → Fin 3 → ℝ}
    {S : Fin 3 → Matrix n n ℂ} {T : Fin 3 → Matrix m m ℂ} (hS : IsSpin hbar S)
    (hT : IsSpin hbar T) {ψ : ℝ → n → ℂ} {χ : ℝ → m → ℂ}
    (hψ : SolvesSchrodinger hbar γ B S ψ) (hχ : SolvesSchrodinger hbar γ B T χ) {t₀ : ℝ}
    (h : spinVector S (ψ t₀) = spinVector T (χ t₀)) (t : ℝ) :
    spinVector S (ψ t) = spinVector T (χ t) :=
  precession_unique (spin_precesses hb hS hψ) (spin_precesses hb hT hχ) h t

/-- Larmor precession: in a constant field `b` along z, a moment obeying `s' = γ s × B` turns about
the z axis by the angle `-γ b t`, in the right-handed sense, between the times 0 and `t`. -/
theorem larmor {γ b : ℝ} {s : ℝ → Fin 3 → ℝ} (hs : Precesses γ (fun _ => ![0, 0, b]) s)
    (t : ℝ) : s t = ![s 0 0 * Real.cos (γ * b * t) + s 0 1 * Real.sin (γ * b * t),
      s 0 1 * Real.cos (γ * b * t) - s 0 0 * Real.sin (γ * b * t), s 0 2] := by
  let u : ℝ → Fin 3 → ℝ := fun t =>
    ![s 0 0 * Real.cos (γ * b * t) + s 0 1 * Real.sin (γ * b * t),
      s 0 1 * Real.cos (γ * b * t) - s 0 0 * Real.sin (γ * b * t), s 0 2]
  have hu : Precesses γ (fun _ => ![0, 0, b]) u := by
    intro t
    have hθ : HasDerivAt (fun t => γ * b * t) (γ * b) t := by
      simpa using (hasDerivAt_id' t).const_mul (γ * b)
    have h0 := (hθ.cos.const_mul (s 0 0)).fun_add (hθ.sin.const_mul (s 0 1))
    have h1 := (hθ.cos.const_mul (s 0 1)).fun_sub (hθ.sin.const_mul (s 0 0))
    refine hasDerivAt_pi.2 fun i => ?_
    fin_cases i
    · refine h0.congr_deriv ?_
      simp [u, cross_apply]
      ring
    · refine h1.congr_deriv ?_
      simp [u, cross_apply]
      ring
    · refine (hasDerivAt_const t (s 0 2)).congr_deriv ?_
      simp [u, cross_apply]
  -- both motions start from the same vector
  have h : s 0 = u 0 := by
    ext i
    fin_cases i <;> simp [u]
  exact precession_unique hs hu h t

end

end SpinPrecession
```

```lean
#print axioms SpinPrecession.spinVector_eq_expectation
-- 'SpinPrecession.spinVector_eq_expectation' depends on axioms: [propext, Classical.choice, Quot.sound]
#print axioms SpinPrecession.spin_length_const
-- 'SpinPrecession.spin_length_const' depends on axioms: [propext, Classical.choice, Quot.sound]
#print axioms SpinPrecession.representation_independent
-- 'SpinPrecession.representation_independent' depends on axioms: [propext, Classical.choice, Quot.sound]
#print axioms SpinPrecession.larmor
-- 'SpinPrecession.larmor' depends on axioms: [propext, Classical.choice, Quot.sound]
```

## A spin with only its Zeeman energy

A spin sits in a magnetic field B(t) that may change in strength and direction. Its energy operator is

H(t) = −γ B(t)·S,

where γ is the gyromagnetic ratio, the ratio of magnetic moment to angular momentum. The question is how the mean spin s(t) = ⟨ψ, Sψ⟩ moves when ψ obeys iħψ' = Hψ. The answer, `spin_precesses`, is

s' = γ s × B,

and `spin_length_const` adds that the Euclidean length of s stays constant.

The components x, y, z carry the indices 0, 1, 2. `IsSpin` says that S₀, S₁, S₂ are Hermitian and satisfy [S₀, S₁] = iħS₂ and its two cyclic partners. It does not ask for irreducibility, so the total spin of several particles with a common γ in a common field also qualifies. `isSpin_witness` checks the conditions entry by entry for the spin-1/2 matrices.

`SolvesSchrodinger` requires ψ to have a derivative `v` at every time, with iħv = Hψ. The existence of such a solution is assumed. No continuity of B is assumed. The real number ħ must be non-zero: at ħ = 0 and B = 0, every differentiable ψ would satisfy the equation.

`spinVector` takes the real part of ⟨ψ, Sᵢψ⟩, and `spinVector_eq_expectation` shows that nothing is lost, because a Hermitian matrix gives a number equal to its own conjugate. The state need not be normalised. For ψ ≠ 0 the physical mean is s/⟨ψ, ψ⟩, and since a Hermitian H keeps ⟨ψ, ψ⟩ constant, this quotient obeys the same equation.

Compared with a spin in a real sample, the model keeps only the Zeeman term: couplings to neighbouring spins, relaxation and crystal fields are left out.

## From the commutator to the torque

For the first component, the commutators give

[H, S₀] = −γ(B₁[S₁, S₀] + B₂[S₂, S₀])
= −γ(−iħB₁S₂ + iħB₂S₁)
= −iħγ(B₂S₁ − B₁S₂).

The bracket is the first component of S × B. Cyclic exchange of the indices gives the other two, so

[H, Sᵢ] = −iħγ (S × B)ᵢ.

This is `zeeman_commutator`. Its proof expands the products and then adds suitable multiples of the hypotheses `xy`, `yz` and `zx` with `linear_combination`.

The Schrödinger equation gives ψ' = −(i/ħ)Hψ, which is `hv'` in the proof of `spin_precesses`; its conjugate is `hstar`. The product rule, `hE`, and the Hermiticity of H then yield

d/dt ⟨ψ, Sᵢψ⟩ = ⟨ψ', Sᵢψ⟩ + ⟨ψ, Sᵢψ'⟩
= (i/ħ)⟨ψ, HSᵢψ⟩ − (i/ħ)⟨ψ, SᵢHψ⟩
= (i/ħ)⟨ψ, [H, Sᵢ]ψ⟩.

The last form is `hcomm`. Inserting the commutator leaves the factor (i/ħ)(−iħγ) = γ, so the derivative is γ(s × B)ᵢ. The proof ends by taking real parts and comparing the three components.

Ehrenfest's theorem is usually met as a pair of equations for mean position and momentum, where the mean force generally differs from the force at the mean position. For this spin Hamiltonian the commutator is linear in S, so the equation for s closes without approximation.

## Conserved products and the Larmor rotation

`Precesses` is the classical equation on its own. Let s and u be two solutions with the same γ and B. Then

(s·u)' = γ[(s × B)·u + s·(u × B)] = 0,

because the two triple products differ only in sign. `dot_const` carries this out in components and concludes that s·u is constant, since its derivative vanishes everywhere. The choice u = s gives the constant length. In `spin_length_const`, `WithLp.toLp 2` selects the Euclidean norm.

The squared distance

|s − u|² = s·s − s·u − u·s + u·u

is therefore constant as well. If s and u agree at one time, it is zero at all times, which is `precession_unique`. Applied to two quantum spins, this gives `representation_independent`: a spin 1/2 and a spin 1 with the same γ and field, whose vectors `spinVector` agree once, keep them equal. For a comparison of physical means, both states are normalised first.

For a constant field (0, 0, b), where b is now a number, the equations read

s₀' = γb s₁, s₁' = −γb s₀, s₂' = 0.

They are solved by

s₀(t) = s₀(0) cos(γbt) + s₁(0) sin(γbt)
s₁(t) = s₁(0) cos(γbt) − s₀(0) sin(γbt)
s₂(t) = s₂(0).

`larmor` differentiates this candidate, checks that it starts at s(0), and uses uniqueness to identify it with the given motion. For γb > 0 the rotation is clockwise when seen from the positive z axis.

## A pulse as a sequence of rotations

In a magnetic resonance calculation for an isolated spin without relaxation, a shaped pulse is often cut into short intervals with a constant field in each. This is usually done in a frame that rotates with the carrier frequency of the pulse, where the equation of motion keeps its form and B stands for the effective field. For an interval of length Δt one takes the z axis along the field and applies the Larmor formula: s turns about the field direction by the angle −γ|B|Δt in the right-handed sense. The end vector of one interval is the start vector of the next. The work per interval is one 3 by 3 rotation, whatever the size of the spin.

At a jump of the field ψ generally has no derivative, so the theorems apply interval by interval, each time to the solution with that constant field continued to all times. A term quadratic in S, such as a crystal-field splitting for spin 1, generally brings in means of products of spin components, and the three equations no longer close.

## The state (3, 1) after a quarter turn

Take spin 1/2 with ħ = 1, γb = 2 and the unnormalised state ψ(0) = (3, 1). The Hamiltonian is diagonal with entries −1 and 1, so

ψ(t) = (3e^{it}, e^{−it}).

The spin-1/2 matrices give

s(t) = (3 cos 2t, −3 sin 2t, 4).

At t = 0 this is (3, 0, 4), and at t = π/4 it is (0, −3, 4), as the Larmor formula predicts for the angle γbt = π/2. Both vectors have length 5. Division by ⟨ψ, ψ⟩ = 10 gives the physical means (0.3, 0, 0.4) and (0, −0.3, 0.4), both of length 1/2.
